# An isolated closed p shell has τ − τ_W = n/r² away from its nodes, and α diverges far out and at the nucleus for R = r exp(−kr), k > 0

Let x be a position in three-dimensional space, with components x_i for i = 0, 1, 2 and length r = |x|. The nucleus is at the origin. A radial function R defines three real p orbitals,

f_i(x) = R(r) x_i/r.

Each orbital holds one electron, as in one spin channel, and units are Hartree atomic units. The angular normalisation √(3/(4π)) is absorbed into R. With a positive constant C taken from the uniform electron gas and given below, the density n, the kinetic energy density τ, its von Weizsäcker part τ_W and the indicator α are

n = Σ f_i²
τ = (1/2) Σ |∇f_i|²
τ_W = |∇n|²/(8n)
α = (τ − τ_W)/(C n^(5/3)).

```lean
import Mathlib

open Filter Topology

noncomputable section

namespace ClosedPShell

/-- Three-dimensional Euclidean position space. -/
abbrev Space := EuclideanSpace ℝ (Fin 3)

/-- The real p orbital `R(r) x_i / r` with radial function `R`, for positions away from the
origin. -/
def pOrbital (R : ℝ → ℝ) (i : Fin 3) (x : Space) : ℝ := R ‖x‖ * (x i / ‖x‖)

/-- The density `n = ∑ f_i²` of three real orbitals. -/
def density (f : Fin 3 → Space → ℝ) (x : Space) : ℝ := ∑ i, f i x ^ 2

/-- The kinetic energy density `τ = (1/2) ∑ |∇f_i|²` of three real differentiable orbitals. -/
def tau (f : Fin 3 → Space → ℝ) (x : Space) : ℝ := 1 / 2 * ∑ i, ‖gradient (f i) x‖ ^ 2

/-- The von Weizsäcker kinetic energy density `|∇n|² / (8n)`, where `n` is positive. -/
def tauW (n : Space → ℝ) (x : Space) : ℝ := ‖gradient n x‖ ^ 2 / (8 * n x)

/-- The indicator `α = (τ - τ_W) / (C n^(5/3))`, for `C > 0` and where the density is
positive. -/
def alpha (C : ℝ) (f : Fin 3 → Space → ℝ) (x : Space) : ℝ :=
  (tau f x - tauW (density f) x) / (C * density f x ^ (5 / 3 : ℝ))
```

In the code r is `‖x‖`, and `gradient` is the ordinary gradient vector. `density`, `tau` and `alpha` accept any three real functions, and the p shell enters as `pOrbital R`. No wave equation, normalisation or orthogonality is assumed, and no other shell is present.

## Position away from the nucleus: x ≠ 0

The direction x/r exists only away from the nucleus. By hand, this is used at once in differentiating r. From r² = Σ x_i² follows ∇r = x/r, so a radial function g(r) with derivative g' has

∇g = (g'/r) x.

The lemma below proves this by writing the norm as the square root of `‖y‖²`. The square root is differentiable there because `hx` makes its argument nonzero.

```lean
/-- Away from the origin, a radial function `g(r)` with derivative `g'` at `r` has gradient
`(g'/r) x`. -/
theorem hasGradientAt_radial {E : Type*} [NormedAddCommGroup E] [InnerProductSpace ℝ E]
    [CompleteSpace E] {g : ℝ → ℝ} {g' : ℝ} {x : E} (hx : x ≠ 0)
    (hg : HasDerivAt g g' ‖x‖) :
    HasGradientAt (fun y : E => g ‖y‖) ((g' / ‖x‖) • x) x := by
  have hr : ‖x‖ ≠ 0 := norm_ne_zero_iff.mpr hx
  -- the norm is the square root of the smooth function `‖y‖²`
  have hn := (hasStrictFDerivAt_norm_sq x).hasFDerivAt.sqrt (pow_ne_zero 2 hr)
  simp only [Real.sqrt_sq, norm_nonneg] at hn
  have h := hg.comp_hasFDerivAt x hn
  rw [hasGradientAt_iff_hasFDerivAt]
  refine h.congr_fderiv (ContinuousLinearMap.ext fun v => ?_)
  change g' * (1 / (2 * ‖x‖) * ((2 : ℕ) • inner ℝ x v)) = inner ℝ ((g' / ‖x‖) • x) v
  rw [real_inner_smul_left, nsmul_eq_mul]
  push_cast
  field_simp
```

At x = 0 the expression n/r² has no meaning. For R = r exp(−kr) the orbitals x_i exp(−kr) do continue through the nucleus, but n vanishes there, so τ_W becomes 0/0 and α, which divides by n^(5/3), is undefined.

## A radial function with a derivative at r

Differentiability says that R has no kink at the radius considered. By hand it is needed for the product rule. Write f_i = (R/r) x_i, let e_i be the unit vector along axis i, and set

a = R/r, b = (R' − R/r)/r².

Since (R/r)' = (R' − R/r)/r, the gradient is

∇f_i = a e_i + b x_i x.

In the proof, `hg.mul hp` is this product rule: `hg` differentiates R/r and `hp` the coordinate x_i.

```lean
/-- Away from the origin, the gradient of a p orbital has a part `R/r` along its own axis and a part
along the position vector, for `R` with derivative `R'` at `r`. -/
theorem hasGradientAt_pOrbital {R : ℝ → ℝ} {R' : ℝ} {x : Space} (hx : x ≠ 0)
    (hR : HasDerivAt R R' ‖x‖) (i : Fin 3) :
    HasGradientAt (pOrbital R i)
      ((R ‖x‖ / ‖x‖) • EuclideanSpace.single i (1 : ℝ)
        + ((R' - R ‖x‖ / ‖x‖) / ‖x‖ ^ 2 * x i) • x) x := by
  have hr : ‖x‖ ≠ 0 := norm_ne_zero_iff.mpr hx
  have hg := (hasGradientAt_radial hx (hR.fun_div (hasDerivAt_id' ‖x‖) hr)).hasFDerivAt
  have hp := (EuclideanSpace.proj i : Space →L[ℝ] ℝ).hasFDerivAt (x := x)
  -- product rule for `(R(r)/r) * x_i`
  have h := hg.mul hp
  have hf : pOrbital R i = fun y : Space => R ‖y‖ / ‖y‖ * y i := by
    funext y
    unfold pOrbital
    ring
  rw [hasGradientAt_iff_hasFDerivAt, hf]
  refine HasFDerivAt.congr_fderiv h (ContinuousLinearMap.ext fun v => ?_)
  change R ‖x‖ / ‖x‖ * v i
      + x i * inner ℝ (((R' * ‖x‖ - R ‖x‖ * 1) / ‖x‖ ^ 2 / ‖x‖) • x) v
    = inner ℝ ((R ‖x‖ / ‖x‖) • EuclideanSpace.single i (1 : ℝ)
        + ((R' - R ‖x‖ / ‖x‖) / ‖x‖ ^ 2 * x i) • x) v
  rw [inner_add_left, real_inner_smul_left, real_inner_smul_left, real_inner_smul_left,
    EuclideanSpace.inner_single_left, map_one, one_mul]
  field_simp
```

The density needs no derivative, only Σ x_i² = r²:

n = R² Σ x_i²/r² = R².

```lean
/-- Away from the origin, the density of the closed p shell is `R²`. -/
theorem density_pShell (R : ℝ → ℝ) {x : Space} (hx : x ≠ 0) :
    density (pOrbital R) x = R ‖x‖ ^ 2 := by
  have hr : ‖x‖ ≠ 0 := norm_ne_zero_iff.mpr hx
  have hs : ‖x‖ ^ 2 = x 0 ^ 2 + x 1 ^ 2 + x 2 ^ 2 := by
    rw [EuclideanSpace.norm_sq_eq, Fin.sum_univ_three]
    simp only [Real.norm_eq_abs, sq_abs]
  simp only [density, pOrbital, Fin.sum_univ_three, mul_pow, div_pow]
  rw [← mul_add, ← mul_add, ← add_div, ← add_div, ← hs, div_self (pow_ne_zero 2 hr), mul_one]
```

Squaring the gradient and summing over the shell gives

|∇f_i|² = a² + 2ab x_i² + b² x_i² r²
Σ |∇f_i|² = 3a² + 2ab r² + b² r⁴ = 2a² + (a + b r²)².

Because a + b r² = R', the result is

τ = R'²/2 + R²/r².

The step `hnorm` gives the first displayed line when its `b` is read as the product b x_i. The step `hsum` is half the second line before the last regrouping, with `c` written for b.

```lean
/-- Away from the origin, the kinetic energy density of the closed p shell is
`R'²/2 + R²/r²`, for `R` with derivative `R'` at `r`. -/
theorem tau_pShell {R : ℝ → ℝ} {R' : ℝ} {x : Space} (hx : x ≠ 0)
    (hR : HasDerivAt R R' ‖x‖) :
    tau (pOrbital R) x = R' ^ 2 / 2 + R ‖x‖ ^ 2 / ‖x‖ ^ 2 := by
  have hr : ‖x‖ ≠ 0 := norm_ne_zero_iff.mpr hx
  have hs : ‖x‖ ^ 2 = x 0 ^ 2 + x 1 ^ 2 + x 2 ^ 2 := by
    rw [EuclideanSpace.norm_sq_eq, Fin.sum_univ_three]
    simp only [Real.norm_eq_abs, sq_abs]
  have hnorm : ∀ (a b : ℝ) (i : Fin 3),
      ‖a • EuclideanSpace.single i (1 : ℝ) + b • x‖ ^ 2
        = a ^ 2 + 2 * a * b * x i + b ^ 2 * ‖x‖ ^ 2 := by
    intro a b i
    rw [norm_add_sq_real, norm_smul, norm_smul, real_inner_smul_left, real_inner_smul_right,
      EuclideanSpace.inner_single_left, PiLp.norm_single]
    simp only [mul_pow, Real.norm_eq_abs, sq_abs, map_one]
    ring
  -- the sum over the shell depends on `x` only through `r`
  have hsum : ∀ a c : ℝ,
      1 / 2 * ∑ i, ‖a • EuclideanSpace.single i (1 : ℝ) + (c * x i) • x‖ ^ 2
        = 1 / 2 * (3 * a ^ 2 + 2 * a * c * ‖x‖ ^ 2 + c ^ 2 * ‖x‖ ^ 4) := by
    intro a c
    simp only [hnorm, Fin.sum_univ_three]
    linear_combination (-(1 / 2) * (2 * a * c + c ^ 2 * ‖x‖ ^ 2)) * hs
  simp only [tau, fun i => (hasGradientAt_pOrbital hx hR i).gradient]
  rw [hsum]
  field_simp
  ring
```

If R has a kink at r, as at the surface of a delta-shell potential, every orbital with x_i ≠ 0 lacks a gradient at x, and τ is undefined there.

## No radial node at x: R(r) ≠ 0

This condition says that the density is positive at x. By hand it allows the division in τ_W. The radial rule applied to n = R² gives

∇n = (2RR'/r) x
|∇n|² = 4R²R'²
τ_W = 4R²R'²/(8R²) = R'²/2.

Subtracting this from τ leaves

τ − τ_W = R²/r² = n/r².

This is the centrifugal energy density l(l+1)n/(2r²) at l = 1.

The theorem states both n = R² and this difference, for every x ≠ 0 at which R is differentiable and nonzero. A gradient depends on values near x, so the proof first records in `hev` that the density equals R² in a whole neighbourhood. The final `field_simp` uses `h0` to cancel R².

```lean
/-- For a closed p shell away from the origin, with `R` differentiable and nonzero at `r`,
the density is `n = R²` and `τ - |∇n|²/(8n) = n/r²`. -/
theorem pShell_excess {R : ℝ → ℝ} {x : Space} (hx : x ≠ 0)
    (hR : DifferentiableAt ℝ R ‖x‖) (h0 : R ‖x‖ ≠ 0) :
    density (pOrbital R) x = R ‖x‖ ^ 2 ∧
      tau (pOrbital R) x - tauW (density (pOrbital R)) x
        = density (pOrbital R) x / ‖x‖ ^ 2 := by
  refine ⟨density_pShell R hx, ?_⟩
  have hr : ‖x‖ ≠ 0 := norm_ne_zero_iff.mpr hx
  have hd := hR.hasDerivAt
  -- the density is the radial function `R²` in a neighbourhood of `x`
  have hev : density (pOrbital R) =ᶠ[𝓝 x] fun y => R ‖y‖ ^ 2 :=
    (eventually_ne_nhds hx).mono fun y hy => density_pShell R hy
  have hg := (hasGradientAt_radial hx (hd.fun_pow 2)).hasFDerivAt.congr_of_eventuallyEq hev
  have hgrad := (hasGradientAt_iff_hasFDerivAt.mpr hg).gradient
  rw [tau_pShell hx hd, tauW, hgrad, density_pShell R hx, norm_smul, mul_pow,
    Real.norm_eq_abs, sq_abs]
  field_simp
  ring
```

At a node with R' ≠ 0, τ_W is 0/0. Lean assigns that quotient the value 0, so the left side would be R'²/2 and the right side 0.

## A positive constant C

The product C n^(5/3) stands for the kinetic energy density of a uniform electron gas at density n. For one spin channel C = (3/10)(6π²)^(2/3), but the theorems accept any positive value. Inserting the difference found above gives

α = n/(r² C n^(5/3)) = 1/(C r² n^(2/3)) = 1/(C (r³n)^(2/3)).

The formal version multiplies out the denominator and states that the product is 1. The steps `h1` and `h2` are the power laws (r³)^(2/3) = r² and n^(5/3) = n · n^(2/3).

```lean
/-- For a closed p shell away from the origin, with `C > 0` and `R` differentiable and nonzero
at `r`, the indicator `α` is the reciprocal of `C (r³ R²)^(2/3)`. -/
theorem alpha_pShell {C : ℝ} (hC : 0 < C) {R : ℝ → ℝ} {x : Space} (hx : x ≠ 0)
    (hR : DifferentiableAt ℝ R ‖x‖) (h0 : R ‖x‖ ≠ 0) :
    alpha C (pOrbital R) x * (C * (‖x‖ ^ 3 * R ‖x‖ ^ 2) ^ (2 / 3 : ℝ)) = 1 := by
  have hr : 0 < ‖x‖ := norm_pos_iff.mpr hx
  have hn : 0 < R ‖x‖ ^ 2 := by positivity
  have h1 : (‖x‖ ^ 3) ^ (2 / 3 : ℝ) = ‖x‖ ^ 2 := by
    rw [← Real.rpow_natCast, ← Real.rpow_mul hr.le, ← Real.rpow_natCast]
    norm_num
  have h2 : (R ‖x‖ ^ 2) ^ (5 / 3 : ℝ) = R ‖x‖ ^ 2 * (R ‖x‖ ^ 2) ^ (2 / 3 : ℝ) := by
    rw [show (5 / 3 : ℝ) = 1 + 2 / 3 by norm_num, Real.rpow_add hn, Real.rpow_one]
  have hq : 0 < (R ‖x‖ ^ 2) ^ (2 / 3 : ℝ) := Real.rpow_pos_of_pos hn _
  rw [alpha, (pShell_excess hx hR h0).2, density_pShell R hx,
    Real.mul_rpow (by positivity) hn.le, h1, h2]
  generalize (R ‖x‖ ^ 2) ^ (2 / 3 : ℝ) = q at hq
  field_simp
```

With C = 0 the indicator is undefined. A negative C would reverse its sign, and the divergences below would go to −∞.

## Vanishing r³n

The dimensionless number r³n is the electron count in a cube of side r filled at the local density. By the last formula, α grows without bound when this number tends to zero.

In the theorem the limit is a filter `l`, which can describe escape to infinity or approach to a point. Hypothesis `hl` asks that the three pointwise conditions hold eventually along it, and `hlim` is the vanishing of r³R². The proof shows that C(r³n)^(2/3) tends to zero (`h1`) through positive values (`h2`), and then takes the reciprocal.

```lean
/-- In any limit of positions away from the origin where `R` is differentiable and nonzero,
`α` of the closed p shell tends to infinity if `r³ R²` tends to zero and `C > 0`. -/
theorem alpha_tendsto_atTop {C : ℝ} (hC : 0 < C) {R : ℝ → ℝ} {l : Filter Space}
    (hl : ∀ᶠ x in l, x ≠ 0 ∧ DifferentiableAt ℝ R ‖x‖ ∧ R ‖x‖ ≠ 0)
    (hlim : Tendsto (fun x : Space => ‖x‖ ^ 3 * R ‖x‖ ^ 2) l (𝓝 0)) :
    Tendsto (alpha C (pOrbital R)) l atTop := by
  have h1 : Tendsto (fun x : Space => C * (‖x‖ ^ 3 * R ‖x‖ ^ 2) ^ (2 / 3 : ℝ)) l (𝓝 0) := by
    have h := (hlim.rpow_const (p := (2 / 3 : ℝ)) (Or.inr (by norm_num))).const_mul C
    rwa [Real.zero_rpow (by norm_num), mul_zero] at h
  -- the denominator approaches zero from above
  have h2 : ∀ᶠ x in l, C * (‖x‖ ^ 3 * R ‖x‖ ^ 2) ^ (2 / 3 : ℝ) ∈ Set.Ioi (0 : ℝ) := by
    filter_upwards [hl] with x hx
    have hr : 0 < ‖x‖ := norm_pos_iff.mpr hx.1
    have hn : 0 < R ‖x‖ ^ 2 := pow_pos_of_ne_zero_sq hx.2.2
    exact mul_pos hC (Real.rpow_pos_of_pos (mul_pos (pow_pos hr 3) hn) _)
  refine (tendsto_inv_nhdsGT_zero.comp (tendsto_nhdsWithin_iff.mpr ⟨h1, h2⟩)).congr' ?_
  filter_upwards [hl] with x hx
  exact (eq_inv_of_mul_eq_one_left (alpha_pShell hC hx.1 hx.2.1 hx.2.2)).symm
where
  pow_pos_of_ne_zero_sq {a : ℝ} (ha : a ≠ 0) : 0 < a ^ 2 := by positivity
```

Without `hlim` the conclusion can fail: R = r^(−3/2) gives r³n = 1 and the constant value α = 1/C. This R is not normalisable, but the theorem does not ask for that.

## Decay rate k > 0, and the nucleus for any k

For R = r exp(−kr), positive k makes the orbitals decay as bound states do. Then

r³n = r⁵ exp(−2kr)
α = exp(4kr/3)/(C r^(10/3)).

The prefactor √(k⁵/π) that would normalise each orbital to one electron is left out of R. Including it multiplies α by the constant (π/k⁵)^(2/3), which changes its values but neither of the divergences proved below. Far out the exponential beats the power. The proof takes the limit y⁵ exp(−y) → 0 from Mathlib with y = 2kr. The filter `Bornology.cobounded Space` means |x| → ∞ in any direction.

```lean
/-- For `R = r exp(-kr)` with `k > 0` and `C > 0`, the indicator `α` of the closed p shell
tends to infinity far from the nucleus. -/
theorem alpha_exponential_tail {C k : ℝ} (hC : 0 < C) (hk : 0 < k) :
    Tendsto (alpha C (pOrbital fun r => r * Real.exp (-(k * r))))
      (Bornology.cobounded Space) atTop := by
  have hnorm : Tendsto (fun x : Space => ‖x‖) (Bornology.cobounded Space) atTop :=
    tendsto_norm_cobounded_atTop
  apply alpha_tendsto_atTop hC
  · filter_upwards [hnorm.eventually_gt_atTop 0] with x hx
    exact ⟨norm_pos_iff.mp hx, by fun_prop, mul_ne_zero hx.ne' (Real.exp_ne_zero _)⟩
  · -- `r³ n = r⁵ exp(-2kr)`, and the exponential wins
    have h := ((Real.tendsto_pow_mul_exp_neg_atTop_nhds_zero 5).comp
      (hnorm.const_mul_atTop (show 0 < 2 * k by positivity))).const_mul (((2 * k) ^ 5)⁻¹)
    rw [mul_zero] at h
    refine h.congr fun x => ?_
    have he : Real.exp (-(2 * k * ‖x‖)) = Real.exp (-(k * ‖x‖)) ^ 2 := by
      rw [sq, ← Real.exp_add]
      congr 1
      ring
    simp only [Function.comp_apply]
    rw [he]
    field_simp
```

With k ≤ 0 the number r³n grows without bound, and α tends to zero far out instead.

Near the nucleus the sign of k is irrelevant, because r⁵ exp(−2kr) is continuous and vanishes at r = 0. The filter `𝓝[≠] 0` approaches the nucleus without including it.

```lean
/-- For `R = r exp(-kr)` with any real `k`, and `C > 0`, the indicator `α` of the closed p
shell also tends to infinity on approach to the nucleus. -/
theorem alpha_exponential_nucleus {C : ℝ} (hC : 0 < C) (k : ℝ) :
    Tendsto (alpha C (pOrbital fun r => r * Real.exp (-(k * r)))) (𝓝[≠] 0) atTop := by
  apply alpha_tendsto_atTop hC
  · filter_upwards [self_mem_nhdsWithin] with x hx
    have hx0 : x ≠ 0 := hx
    exact ⟨hx0, by fun_prop, mul_ne_zero (norm_ne_zero_iff.mpr hx0) (Real.exp_ne_zero _)⟩
  · have hc : Continuous fun x : Space => ‖x‖ ^ 3 * (‖x‖ * Real.exp (-(k * ‖x‖))) ^ 2 := by
      fun_prop
    have h := (hc.tendsto 0).mono_left (nhdsWithin_le_nhds (s := {0}ᶜ))
    simpa using h

end ClosedPShell
```

```lean
#print axioms ClosedPShell.alpha_exponential_tail
#print axioms ClosedPShell.alpha_exponential_nucleus
```

```
'ClosedPShell.alpha_exponential_tail' depends on axioms: [propext, Classical.choice, Quot.sound]
'ClosedPShell.alpha_exponential_nucleus' depends on axioms: [propext, Classical.choice, Quot.sound]
```

The divergence at the nucleus belongs to a p shell on its own: an occupied s shell would make the density at the nucleus positive and keep α finite there. For meta-GGA functionals that take α as an ingredient, this non-interacting, single-exponent model shows that arbitrarily large α occurs even in a simple closed shell. It does not show how much those regions contribute to the energy: the density tends to zero in both limits.

## The point (1, 2, 2), and the same sum in d dimensions

Take k = 1 and x = (1, 2, 2), so r = 3. The orbitals are x_i exp(−r), with gradients exp(−r)(e_i − x_i x/r):

∇f_0 = exp(−3) (2/3, −2/3, −2/3)
∇f_1 = exp(−3) (−2/3, −1/3, −4/3)
∇f_2 = exp(−3) (−2/3, −4/3, −1/3).

Their squared norms are 4/3, 7/3 and 7/3 times exp(−6), so τ = 3 exp(−6). The density is n = 9 exp(−6), and its radial derivative is −12 exp(−6), so τ_W = 144 exp(−12)/(72 exp(−6)) = 2 exp(−6). The difference is exp(−6), which equals n/r². The indicator is α = exp(4)/(C · 3^(10/3)) ≈ 1.40/C; at r = 10 it has risen to about 287/C. These values are for R = r exp(−r) without its normalising prefactor. With one electron in each orbital, n is smaller by the factor π and α larger by π^(2/3) ≈ 2.15, which gives about 3.01/C and 615/C. The difference τ − τ_W still equals n/r².

In d dimensions, with d orbitals R(r) x_i/r, the sum by hand starts from d a² in place of 3a² and leads to

τ − τ_W = (d − 1) n/(2r²).

For the p_x, p_y pair of a circular two-dimensional quantum dot this is n/(2r²). For d = 1 there is a single orbital, and the difference vanishes.
